# When the rates satisfy detailed balance with the Boltzmann weight on a finite connected move graph, residence-time weighting turns rejection-free averages into Boltzmann averages

Take two configurations with energies 0 and 2 at inverse temperature 1, joined by a single move, with escape rates $e^{-3}$ from the lower and $e^{-1}$ from the upper. A rejection-free simulation hops back and forth and visits both equally often, but the mean waiting times $e^{3}$ and $e$ have the ratio $e^{2}:1$, which is the Boltzmann ratio.

In Lean 4 with Mathlib:

```lean
import Mathlib

open Finset

namespace RejectionFreeKMC

noncomputable section

/-- A kinetic Monte Carlo model: allowed moves, barrier parameters, energies and inverse
temperature. -/
structure Model (σ : Type*) where
  /-- The symmetric graph of allowed moves between configurations. -/
  G : SimpleGraph σ
  /-- The kinetically resolved barrier of a move. -/
  K : σ → σ → ℝ
  /-- The energy of a configuration. -/
  E : σ → ℝ
  /-- The inverse temperature. -/
  β : ℝ

variable {σ : Type*}

/-- The barrier of every allowed move equals the barrier of the reverse move. -/
def Model.SymmetricBarrier (M : Model σ) : Prop :=
  ∀ a b, M.G.Adj a b → M.K a b = M.K b a

/-- Every configuration has at least one allowed move. -/
def Model.NoIsolated (M : Model σ) : Prop :=
  ∀ a, ∃ b, M.G.Adj a b

/-- The Boltzmann weight `π(a) = exp(-β E(a))`. -/
def Model.boltz (M : Model σ) (a : σ) : ℝ :=
  Real.exp (-M.β * M.E a)

open Classical in
/-- The rate `k(a,b) = exp(-β (K(a,b) + (E(b) - E(a))/2))` of an allowed move, and zero for a
forbidden move. -/
def Model.rate (M : Model σ) (a b : σ) : ℝ :=
  if M.G.Adj a b then Real.exp (-M.β * (M.K a b + (M.E b - M.E a) / 2)) else 0

/-- With symmetric barriers the rates satisfy detailed balance with the Boltzmann weight. -/
theorem rate_detailed_balance (M : Model σ) (hK : M.SymmetricBarrier) (a b : σ) :
    M.boltz a * M.rate a b = M.boltz b * M.rate b a := by
  unfold Model.boltz Model.rate
  by_cases h : M.G.Adj a b
  · -- both fluxes equal exp(-β (K + (E a + E b)/2))
    rw [if_pos h, if_pos h.symm, ← Real.exp_add, ← Real.exp_add, hK a b h]
    refine congrArg Real.exp ?_
    ring
  · have h' : ¬ M.G.Adj b a := fun h2 => h h2.symm
    rw [if_neg h, if_neg h']
    simp

/-- For `β ≠ 0`, detailed balance of the rates with the Boltzmann weight forces the barriers
of allowed moves to be symmetric. -/
theorem symmetricBarrier_of_detailed_balance (M : Model σ) (hβ : M.β ≠ 0)
    (hdb : ∀ a b, M.boltz a * M.rate a b = M.boltz b * M.rate b a) :
    M.SymmetricBarrier := by
  intro a b h
  have h1 := hdb a b
  unfold Model.boltz Model.rate at h1
  rw [if_pos h, if_pos h.symm, ← Real.exp_add, ← Real.exp_add, Real.exp_eq_exp] at h1
  apply mul_left_cancel₀ hβ
  linear_combination (-1) * h1

/-- Rates are nonnegative, and positive for allowed moves. -/
theorem rate_sign (M : Model σ) (a b : σ) :
    0 ≤ M.rate a b ∧ (M.G.Adj a b → 0 < M.rate a b) := by
  constructor
  · unfold Model.rate
    split_ifs
    · exact (Real.exp_pos _).le
    · exact le_rfl
  · intro h
    unfold Model.rate
    rw [if_pos h]
    exact Real.exp_pos _

variable [Fintype σ]

/-- The total escape rate `R(a) = ∑_b k(a,b)`. -/
def Model.escape (M : Model σ) (a : σ) : ℝ :=
  ∑ b, M.rate a b

/-- The transition probability `k(a,b)/R(a)` of the rejection-free chain. -/
def Model.jump (M : Model σ) (a b : σ) : ℝ :=
  M.rate a b / M.escape a

/-- The weight `π(a) R(a)`. -/
def Model.jumpWeight (M : Model σ) (a : σ) : ℝ :=
  M.boltz a * M.escape a

/-- A weight `ν` multiplied by the residence time `1/R(a)` of each configuration. -/
def Model.residenceWeight (M : Model σ) (ν : σ → ℝ) (a : σ) : ℝ :=
  ν a * (1 / M.escape a)

/-- The weight `ν` is unchanged by one step of the chain `P`. -/
def IsStationary (P : σ → σ → ℝ) (ν : σ → ℝ) : Prop :=
  ∀ b, ∑ a, ν a * P a b = ν b

/-- The average `∑ w f / ∑ w` of an observable `f` with weight `w`. -/
def weightedAvg (w f : σ → ℝ) : ℝ :=
  (∑ a, w a * f a) / ∑ a, w a

/-- Without isolated configurations every escape rate is positive. -/
theorem escape_pos (M : Model σ) (hiso : M.NoIsolated) (a : σ) : 0 < M.escape a := by
  obtain ⟨b, hb⟩ := hiso a
  unfold Model.escape
  exact Finset.sum_pos' (fun c _ => (rate_sign M a c).1)
    ⟨b, Finset.mem_univ b, (rate_sign M a b).2 hb⟩

/-- Without isolated configurations, the rejection-free chain has nonnegative entries, zero
probability of staying, and rows that sum to one. -/
theorem jump_stochastic (M : Model σ) (hiso : M.NoIsolated) :
    (∀ a b, 0 ≤ M.jump a b) ∧ (∀ a, M.jump a a = 0) ∧ ∀ a, ∑ b, M.jump a b = 1 := by
  refine ⟨fun a b => div_nonneg (rate_sign M a b).1 (escape_pos M hiso a).le,
    fun a => ?_, fun a => ?_⟩
  · have h : ¬ M.G.Adj a a := fun h => h.ne rfl
    unfold Model.jump Model.rate
    rw [if_neg h, zero_div]
  · unfold Model.jump
    rw [← Finset.sum_div]
    exact div_self (escape_pos M hiso a).ne'

/-- With symmetric barriers and no isolated configurations, the rejection-free chain satisfies
detailed balance with the weight `π R`. -/
theorem jump_detailed_balance (M : Model σ) (hK : M.SymmetricBarrier) (hiso : M.NoIsolated)
    (a b : σ) : M.jumpWeight a * M.jump a b = M.jumpWeight b * M.jump b a := by
  -- the escape rate cancels: π R · k/R = π k
  have key : ∀ a b, M.jumpWeight a * M.jump a b = M.boltz a * M.rate a b := by
    intro a b
    have hR := (escape_pos M hiso a).ne'
    unfold Model.jumpWeight Model.jump
    field_simp
  rw [key a b, key b a, rate_detailed_balance M hK a b]

/-- With symmetric barriers and no isolated configurations, the weight `π R` is positive and
stationary for the rejection-free chain. -/
theorem jump_stationary (M : Model σ) (hK : M.SymmetricBarrier) (hiso : M.NoIsolated) :
    (∀ a, 0 < M.jumpWeight a) ∧ IsStationary M.jump M.jumpWeight := by
  refine ⟨fun a => ?_, fun b => ?_⟩
  · unfold Model.jumpWeight Model.boltz
    exact mul_pos (Real.exp_pos _) (escape_pos M hiso a)
  · calc ∑ a, M.jumpWeight a * M.jump a b = ∑ a, M.jumpWeight b * M.jump b a :=
          Finset.sum_congr rfl fun a _ => jump_detailed_balance M hK hiso a b
      _ = M.jumpWeight b := by
          rw [← Finset.mul_sum, (jump_stochastic M hiso).2.2 b, mul_one]

/-- With symmetric barriers and a connected move graph without isolated configurations, every
stationary weight of the rejection-free chain is a multiple of `π R`. -/
theorem stationary_unique (M : Model σ) (hK : M.SymmetricBarrier) (hiso : M.NoIsolated)
    (hG : M.G.Connected) (ν : σ → ℝ) (hν : IsStationary M.jump ν) :
    ∃ c : ℝ, ∀ a, ν a = c * M.jumpWeight a := by
  have hw := (jump_stationary M hK hiso).1
  obtain ⟨hP, -, hrow⟩ := jump_stochastic M hiso
  obtain ⟨h, hh⟩ : ∃ h : σ → ℝ, ∀ a, ν a = h a * M.jumpWeight a := by
    refine ⟨fun a => ν a / M.jumpWeight a, fun a => ?_⟩
    have hne := (hw a).ne'
    show ν a = ν a / M.jumpWeight a * M.jumpWeight a
    field_simp
  -- by detailed balance the ratio h = ν/(π R) equals its own one-step mean
  have harm : ∀ b, ∑ a, M.jump b a * (h b - h a) = 0 := by
    intro b
    have h1 : M.jumpWeight b * ∑ a, M.jump b a * h a = M.jumpWeight b * h b := by
      calc M.jumpWeight b * ∑ a, M.jump b a * h a = ∑ a, ν a * M.jump a b := by
            rw [Finset.mul_sum]
            refine Finset.sum_congr rfl fun a _ => ?_
            rw [hh a]
            linear_combination (-(h a)) * jump_detailed_balance M hK hiso a b
        _ = ν b := hν b
        _ = M.jumpWeight b * h b := by
            rw [hh b]
            ring
    have h2 := mul_left_cancel₀ (hw b).ne' h1
    simp only [mul_sub]
    rw [Finset.sum_sub_distrib, ← Finset.sum_mul, hrow b, h2]
    ring
  have : Nonempty σ := hG.nonempty
  obtain ⟨m, hm⟩ := Finite.exists_max h
  -- maximum principle: the maximum spreads to neighbours, then along walks
  have step : ∀ b a, M.G.Adj b a → h b = h m → h a = h m := by
    intro b a hba hb
    have hnn : ∀ c ∈ (Finset.univ : Finset σ), 0 ≤ M.jump b c * (h b - h c) :=
      fun c _ => mul_nonneg (hP b c) (by linarith [hm c, hb])
    have hz : M.jump b a * (h b - h a) = 0 :=
      (Finset.sum_eq_zero_iff_of_nonneg hnn).1 (harm b) a (Finset.mem_univ a)
    have hpos : 0 < M.jump b a :=
      div_pos ((rate_sign M b a).2 hba) (escape_pos M hiso b)
    rcases mul_eq_zero.1 hz with h0 | h0
    · exact absurd h0 hpos.ne'
    · linarith
  have walk : ∀ u v, M.G.Walk u v → h u = h m → h v = h m := by
    intro u v p
    induction p with
    | nil => exact id
    | cons hadj _ ih => exact fun hu => ih (step _ _ hadj hu)
  refine ⟨h m, fun a => ?_⟩
  obtain ⟨p⟩ := hG.preconnected m a
  rw [hh a, walk m a p rfl]

/-- For a nonempty set of configurations, none of them isolated, multiplying `π R` by the residence
times `1/R` gives a weight with positive total whose averages are the Boltzmann averages. -/
theorem residence_average_jumpWeight [Nonempty σ] (M : Model σ) (hiso : M.NoIsolated) :
    0 < ∑ a, M.residenceWeight M.jumpWeight a ∧
      ∀ f, weightedAvg (M.residenceWeight M.jumpWeight) f = weightedAvg M.boltz f := by
  have hfun : M.residenceWeight M.jumpWeight = M.boltz := by
    funext a
    have hR := (escape_pos M hiso a).ne'
    unfold Model.residenceWeight Model.jumpWeight
    field_simp
  rw [hfun]
  exact ⟨Finset.sum_pos (fun a _ => Real.exp_pos _) Finset.univ_nonempty, fun _ => rfl⟩

/-- With symmetric barriers and a connected move graph without isolated configurations, a stationary
weight `ν` of the rejection-free chain with total one equals `π R / ∑ π R`, and `ν/R` has positive
total and gives the Boltzmann average of every observable. -/
theorem residence_average_of_stationary (M : Model σ) (hK : M.SymmetricBarrier)
    (hiso : M.NoIsolated) (hG : M.G.Connected) (ν : σ → ℝ) (hν : IsStationary M.jump ν)
    (hsum : ∑ a, ν a = 1) :
    (∀ a, ν a = M.jumpWeight a / ∑ b, M.jumpWeight b) ∧
      0 < ∑ a, M.residenceWeight ν a ∧
      ∀ f, weightedAvg (M.residenceWeight ν) f = weightedAvg M.boltz f := by
  have : Nonempty σ := hG.nonempty
  obtain ⟨c, hc⟩ := stationary_unique M hK hiso hG ν hν
  have hS : 0 < ∑ b, M.jumpWeight b :=
    Finset.sum_pos (fun a _ => (jump_stationary M hK hiso).1 a) Finset.univ_nonempty
  have hZ : 0 < ∑ b, M.boltz b :=
    Finset.sum_pos (fun a _ => Real.exp_pos _) Finset.univ_nonempty
  -- normalisation fixes the constant
  have hc' : c = 1 / ∑ b, M.jumpWeight b := by
    rw [eq_div_iff hS.ne', Finset.mul_sum]
    exact (Finset.sum_congr rfl fun a _ => (hc a).symm).trans hsum
  have hcpos : 0 < c := by
    rw [hc']
    exact one_div_pos.2 hS
  -- the residence time cancels the escape rate
  have hres : ∀ a, M.residenceWeight ν a = c * M.boltz a := by
    intro a
    have hR := (escape_pos M hiso a).ne'
    unfold Model.residenceWeight
    rw [hc a]
    unfold Model.jumpWeight
    field_simp
  have e2 : ∑ a, M.residenceWeight ν a = c * ∑ a, M.boltz a := by
    rw [Finset.mul_sum]
    exact Finset.sum_congr rfl fun a _ => hres a
  refine ⟨fun a => ?_, ?_, fun f => ?_⟩
  · rw [hc a, hc']
    ring
  · rw [e2]
    exact mul_pos hcpos hZ
  · have e1 : ∑ a, M.residenceWeight ν a * f a = c * ∑ a, M.boltz a * f a := by
      rw [Finset.mul_sum]
      exact Finset.sum_congr rfl fun a _ => by rw [hres a, mul_assoc]
    unfold weightedAvg
    rw [e1, e2, mul_div_mul_left _ _ hcpos.ne']

/-- For a nonempty set of configurations, none of them isolated, averages with weight `π R` agree
with the Boltzmann averages for all observables exactly when all configurations have the same escape
rate. -/
theorem unweighted_average_iff [Nonempty σ] (M : Model σ) (hiso : M.NoIsolated) :
    (∀ f, weightedAvg M.jumpWeight f = weightedAvg M.boltz f) ↔
      ∀ a b, M.escape a = M.escape b := by
  classical
  have hπ : ∀ a, 0 < M.boltz a := fun a => Real.exp_pos _
  have hS : 0 < ∑ b, M.jumpWeight b :=
    Finset.sum_pos (fun a _ => mul_pos (hπ a) (escape_pos M hiso a)) Finset.univ_nonempty
  have hZ : 0 < ∑ b, M.boltz b :=
    Finset.sum_pos (fun a _ => hπ a) Finset.univ_nonempty
  constructor
  · intro h
    -- test with the indicator of a single configuration
    have key : ∀ a, M.escape a = (∑ b, M.jumpWeight b) / ∑ b, M.boltz b := by
      intro a
      have h1 := h (fun x => if x = a then 1 else 0)
      unfold weightedAvg at h1
      simp only [mul_ite, mul_one, mul_zero, Finset.sum_ite_eq', Finset.mem_univ,
        if_true] at h1
      rw [div_eq_div_iff hS.ne' hZ.ne'] at h1
      have hw : M.jumpWeight a = M.boltz a * M.escape a := rfl
      rw [eq_div_iff hZ.ne']
      apply mul_left_cancel₀ (hπ a).ne'
      linear_combination h1 - (∑ b, M.boltz b) * hw
    intro a b
    rw [key a, key b]
  · intro hR f
    obtain ⟨a₀⟩ := ‹Nonempty σ›
    have e : ∀ a, M.jumpWeight a = M.escape a₀ * M.boltz a := by
      intro a
      have hw : M.jumpWeight a = M.boltz a * M.escape a := rfl
      linear_combination hw + M.boltz a * hR a a₀
    have e1 : ∑ a, M.jumpWeight a * f a = M.escape a₀ * ∑ a, M.boltz a * f a := by
      rw [Finset.mul_sum]
      exact Finset.sum_congr rfl fun a _ => by rw [e a, mul_assoc]
    have e2 : ∑ a, M.jumpWeight a = M.escape a₀ * ∑ a, M.boltz a := by
      rw [Finset.mul_sum]
      exact Finset.sum_congr rfl fun a _ => e a
    unfold weightedAvg
    rw [e1, e2, mul_div_mul_left _ _ (escape_pos M hiso a₀).ne']

/-- Two configurations of energies `0` and `2` joined by a move with barrier parameter `2`,
at `β = 1`. -/
def twoState : Model (Fin 2) where
  G := ⊤
  K := fun _ _ => 2
  E := ![0, 2]
  β := 1

/-- The two-state model has symmetric barriers, no isolated configuration, a connected move
graph, and escape rates `exp(-3)` and `exp(-1)`. -/
theorem twoState_witness :
    twoState.SymmetricBarrier ∧ twoState.NoIsolated ∧ twoState.G.Connected ∧
      twoState.escape 0 = Real.exp (-3) ∧ twoState.escape 1 = Real.exp (-1) := by
  have hadj : ∀ u v : Fin 2, u ≠ v → twoState.G.Adj u v := fun u v h => by
    simpa [twoState] using h
  have hn : ∀ u : Fin 2, ¬ twoState.G.Adj u u := fun u h => h.ne rfl
  refine ⟨fun _ _ _ => rfl, fun a => ?_, SimpleGraph.Connected.mk (fun u v => ?_), ?_, ?_⟩
  · obtain ⟨b, hb⟩ := exists_ne a
    exact ⟨b, hadj a b hb.symm⟩
  · by_cases h : u = v
    · rw [h]
    · exact (hadj u v h).reachable
  · unfold Model.escape Model.rate
    rw [Fin.sum_univ_two, if_neg (hn 0), if_pos (hadj 0 1 (by decide)), zero_add]
    refine congrArg Real.exp ?_
    norm_num [twoState]
  · unfold Model.escape Model.rate
    rw [Fin.sum_univ_two, if_neg (hn 1), if_pos (hadj 1 0 (by decide)), add_zero]
    refine congrArg Real.exp ?_
    norm_num [twoState]

end

end RejectionFreeKMC
```

```lean
#print axioms RejectionFreeKMC.symmetricBarrier_of_detailed_balance
-- 'RejectionFreeKMC.symmetricBarrier_of_detailed_balance' depends on axioms: [propext, Classical.choice, Quot.sound]
#print axioms RejectionFreeKMC.residence_average_jumpWeight
-- 'RejectionFreeKMC.residence_average_jumpWeight' depends on axioms: [propext, Classical.choice, Quot.sound]
#print axioms RejectionFreeKMC.residence_average_of_stationary
-- 'RejectionFreeKMC.residence_average_of_stationary' depends on axioms: [propext, Classical.choice, Quot.sound]
#print axioms RejectionFreeKMC.unweighted_average_iff
-- 'RejectionFreeKMC.unweighted_average_iff' depends on axioms: [propext, Classical.choice, Quot.sound]
```

## Rates that share a saddle point

The type `σ` is the set of configurations, for example the arrangements of atoms and a vacancy on a finite lattice. A `Model` collects the graph `G` of allowed moves, the barrier parameters $K(a,b)$, the energies $E_a$ and the inverse temperature $\beta$. A `SimpleGraph` is symmetric and has no loops, so every move can be reversed and none leads back to its starting point.

The rate of an allowed move is

$$k(a,b)=\exp\!\big[-\beta\big(K(a,b)+\tfrac12(E_b-E_a)\big)\big],$$

and forbidden moves have rate zero. If the saddle between $a$ and $b$ has energy $E^\ddagger$, then $K=E^\ddagger-\tfrac12(E_a+E_b)$ makes the factor multiplying $-\beta$ the usual activation energy $E^\ddagger-E_a$. `SymmetricBarrier` thus says that a move and its reverse have the same saddle energy, as they do when they cross the same saddle. The two activation energies, $E^\ddagger-E_a$ and $E^\ddagger-E_b$, are then equal only if $E_a=E_b$. The attempt frequency is set to one; a common prefactor would only rescale time.

With $\pi(a)=e^{-\beta E_a}$, called `boltz` and left unnormalised, symmetry of $K$ gives

$$\pi(a)k(a,b)=\exp\!\big[-\beta\big(K(a,b)+\tfrac12(E_a+E_b)\big)\big]=\pi(b)k(b,a).$$

This is `rate_detailed_balance`: the exponentials are merged by `Real.exp_add`, and `ring` compares the exponents. Conversely, if detailed balance holds and $\beta\neq0$, equal exponentials have equal exponents, which forces $K(a,b)=K(b,a)$ on every allowed move.

## What the jump chain samples

Let $R(a)=\sum_b k(a,b)$ be the escape rate. `NoIsolated` gives each configuration an allowed move, so $R(a)>0$. The rejection-free chain has transition probabilities $P(a,b)=k(a,b)/R(a)$, named `jump`; its rows sum to one and it never stays put. Write $w(a)=\pi(a)R(a)$, which is `jumpWeight`. Then

$$w(a)P(a,b)=\pi(a)k(a,b)=\pi(b)k(b,a)=w(b)P(b,a).$$

Summing over $a$ gives $\sum_a w(a)P(a,b)=w(b)\sum_a P(b,a)=w(b)$, so $w$ is stationary.

In the two-state model $\pi=(1,e^{-2})$ and $R=(e^{-3},e^{-1})$. Both entries of $w$ equal $e^{-3}$, and the normalised stationary weight is $(\tfrac12,\tfrac12)$.

## Why a connected graph leaves only one stationary weight

Let $\nu$ be stationary, meaning $\sum_a\nu(a)P(a,b)=\nu(b)$; `IsStationary` requires neither positivity nor normalisation. Put $h(a)=\nu(a)/w(a)$. Detailed balance gives

$$w(b)\sum_a P(b,a)h(a)=\sum_a \nu(a)P(a,b)=\nu(b)=w(b)h(b).$$

Dividing by $w(b)$ and using $\sum_a P(b,a)=1$, we get

$$\sum_a P(b,a)\,[h(b)-h(a)]=0,$$

which is `harm` in the proof of `stationary_unique`.

Since there are finitely many configurations, $h$ has a maximum at some $m$. If $h(b)=h(m)$, every term of the sum is nonnegative, so every term vanishes. For a neighbour $a$ of $b$ we have $P(b,a)>0$, hence $h(a)=h(m)$. That is `step`; the induction in `walk` carries the value along any path. Connectedness then makes $h$ a constant $c$, and $\nu=cw$.

## The waiting time cancels the escape rate

If $\sum_a\nu(a)=1$, then $c=1/\sum_b w(b)>0$. Weighting by the mean residence time gives

$$\frac{\nu(a)}{R(a)}=c\,\pi(a),\qquad
\frac{\sum_a \nu(a)f(a)/R(a)}{\sum_a \nu(a)/R(a)}=\frac{\sum_a\pi(a)f(a)}{\sum_a\pi(a)}$$

for every real observable $f$. This is `residence_average_of_stationary`, which also states that the denominator on the left is positive. A connected graph with at least two configurations has no isolated ones, so beside `Connected` the hypothesis `NoIsolated` excludes only the one-configuration graph.

The theorem `unweighted_average_iff` says when the correction is unnecessary. If averages with weight $w$ are Boltzmann averages for all $f$, choosing $f$ as the indicator of $a$ gives

$$\frac{\pi(a)R(a)}{\sum_b w(b)}=\frac{\pi(a)}{\sum_b\pi(b)},$$

so $R(a)=\sum_b w(b)/\sum_b\pi(b)$, the same for all $a$. Conversely, a constant $R$ cancels from the average. The two-state model, whose hypotheses are verified in `twoState_witness`, has unequal escape rates, so without the weighting the average of some observable is wrong.

## In a kinetic Monte Carlo loop

A simple implementation works as follows. At configuration $a$, it lists the rates $k(a,b)$, adds them to get $R(a)$, and selects $b$ with probability $k(a,b)/R(a)$ by comparing a uniform random number times $R(a)$ with the cumulative sums. Before moving, it adds $f(a)/R(a)$ to one accumulator and $1/R(a)$ to another; their ratio estimates the thermal average. Dividing the plain sum of $f(a)$ by the number of steps estimates the average with weight $\pi R$ instead.

For simulations of alloys with finitely many configurations, symmetric barriers and a connected move graph, the theorem identifies the equilibrium average this estimator targets. It concerns stationary weights; how fast a finite trajectory approaches them is a separate question, and a serious one when the system keeps hopping back and forth across a few low barriers and rarely crosses the higher ones.
